# A normalised smearing kernel with vanishing second moment takes a negative value

To set the Fermi level of a metal, a code shifts the chemical potential μ until the smeared occupations of all levels add up to the number of electrons. The search is simplest when the electron count never falls as μ rises. A nonnegative smearing kernel ensures this, because each occupation then decreases, or stays level, with increasing energy. A continuous normalised kernel whose second moment exists and vanishes does not: somewhere on the energy axis its occupation rises with energy.

## Positive moments and a lower bound

Let ε be the energy of a level, σ > 0 the smearing width, and x = (ε − μ)/σ the reduced energy. A smearing kernel is a real function d(x) with integral 1. Its moment of order n, and the occupation f of a level at x, are

mₙ = ∫ xⁿ d(x) dx

f(x) = 1 − ∫ d(t) dt, with t running from −∞ to x.

If d is nonnegative and x²ᵏ d(x) is integrable for a natural number k, then

m₂ₖ > 0.

Consequently, if x² d(x) is integrable and m₂ = 0, there is a point where d is negative. If d is also bounded by a height M, so that 0 ≤ d(x) ≤ M, positivity becomes quantitative:

m₂ ≥ 1/(12 M²).

A box of height M and width 1/M, centred at zero, attains this bound.

## Fermi-level searches and kernel checks

The second moment matters because smearing replaces a smooth function of energy by its average over the kernel. When the function is expanded about the centre, the term in σ² is proportional to m₂. Setting m₂ = 0 removes that term, and the price is a kernel that changes sign.

For a Fermi-level solver this means that a kernel with m₂ = 0 lacks the guarantee of a monotone electron count that a nonnegative kernel gives for every set of levels. With a sign-changing kernel, bisection on a bracket where the count error changes sign still finds a root, but other roots may exist. This concerns the occupations of independent one-particle levels with a fixed kernel.

The lower bound also serves as a consistency check on a kernel supplied by a user or read from a table. If the kernel is reported as nonnegative, normalised and no higher than M, a second moment below 1/(12 M²) by more than the quadrature error shows that at least one of these reports is wrong.

## From a zero moment to a rising occupation

Suppose first that d is nonnegative, with integral 1, and that x²ᵏ d(x) is integrable. Since x²ᵏ ≥ 0, the integrand of m₂ₖ is nonnegative and m₂ₖ ≥ 0. If m₂ₖ were zero, the integrand would vanish almost everywhere. At every x ≠ 0 the factor x²ᵏ is nonzero, so d itself would vanish almost everywhere. Its integral would then be 0, in contradiction to normalisation. Hence m₂ₖ > 0. For k = 0 the statement reduces to m₀ = 1 > 0.

Now drop the assumption on the sign of d and let m₂ = 0, with x² d(x) integrable. If d were nonnegative everywhere, the case k = 1 would give m₂ > 0. So d(x₀) < 0 for some x₀.

For continuous d, split the integral in the occupation at zero:

f(x) = f(0) − ∫ d(t) dt, with t running from 0 to x.

The fundamental theorem of calculus gives

f′(x) = −d(x).

If f never increased, all its difference quotients would be nonpositive, and so would its derivative. But f′(x₀) = −d(x₀) > 0. The occupation therefore increases somewhere.

For the lower bound, let 0 ≤ d(x) ≤ M. The height M must be positive, since otherwise d would be zero everywhere. Put a = 1/(2M), the half-width of a box of height M and area 1. Inside the window −a < x ≤ a the factor a² − x² is nonnegative, so

(a² − x²) d(x) ≤ M (a² − x²).

Outside the window a² − x² ≤ 0, so the left side is at most zero. Integrating the left side over the whole axis and the right side over the window gives

a² − m₂ ≤ M · 4a³/3 = 2a²/3,

where the last step uses M a = 1/2. Therefore

m₂ ≥ a²/3 = 1/(12 M²).

For the box kernel, which equals M on the window and 0 elsewhere, the integral is 2aM = 1 and the second moment is

m₂ = M · 2a³/3 = a²/3 = 1/(12 M²).

## The first-order Methfessel–Paxton kernel at x = 2

This kernel is

d(x) = (3/2 − x²) e^(−x²)/√π.

Under the weight e^(−x²)/√π the averages of 1, x² and x⁴ are 1, 1/2 and 3/4. Hence

m₀ = 3/2 − 1/2 = 1

m₂ = 3/4 − 3/4 = 0.

The kernel must be negative somewhere, and it is so for x² > 3/2. At x = 2,

d(2) = −2.5 e^(−4)/√π ≈ −0.026.

Integrating the kernel from x to ∞ gives the occupation

f(x) = erfc(x)/2 − x e^(−x²)/(2√π),

where erfc is the complementary error function. This yields f(2) ≈ −0.0080 and f(3) ≈ −0.0001: the higher level has the larger occupation.

## The limit of a tall, narrow box

As M grows, the box kernel narrows and its second moment 1/(12 M²) tends to zero. Its occupation approaches the unsmeared step, which is 1 below x = 0 and 0 above. A nonnegative kernel can thus have a second moment as small as desired, but only by becoming tall, and at no finite height does the moment reach zero.

## Lean source for the moments, the occupation and the box

The file defines the moment, the occupation and the box kernel, and then proves the statements in the order of the derivation.

```lean
import Mathlib

open MeasureTheory Filter Topology

namespace PositiveSmearingNoGo

noncomputable section

/-- The moment of order `n` of a smearing kernel `d` on the energy axis. -/
def kernelMoment (d : ℝ → ℝ) (n : ℕ) : ℝ := ∫ x, x ^ n * d x

/-- The smeared occupation of a level at reduced energy `x`: one minus the weight of the
kernel up to `x`. -/
def occupation (d : ℝ → ℝ) (x : ℝ) : ℝ := 1 - ∫ t in Set.Iic x, d t

/-- The box kernel of height `M` and width `1 / M`, centred at zero. -/
def boxKernel (M : ℝ) : ℝ → ℝ :=
  Set.indicator (Set.Ioc (-(1 / (2 * M))) (1 / (2 * M))) (fun _ => M)

/-- Every finite even moment of a nonnegative normalised kernel is strictly positive. -/
theorem even_moment_pos (d : ℝ → ℝ) (k : ℕ) (h0 : ∀ x, 0 ≤ d x) (h1 : ∫ x, d x = 1)
    (hk : Integrable (fun x => x ^ (2 * k) * d x)) : 0 < kernelMoment d (2 * k) := by
  have hnn : ∀ x : ℝ, 0 ≤ x ^ (2 * k) * d x := fun x =>
    mul_nonneg ((even_two_mul k).pow_nonneg x) (h0 x)
  have hge : 0 ≤ kernelMoment d (2 * k) := integral_nonneg hnn
  refine lt_of_le_of_ne hge (fun hz => ?_)
  -- a vanishing moment forces the integrand to vanish almost everywhere
  have hae := (integral_eq_zero_iff_of_nonneg hnn hk).1 hz.symm
  have hne : ({0}ᶜ : Set ℝ) ∈ ae (volume : Measure ℝ) :=
    compl_mem_ae_iff.mpr (measure_singleton 0)
  -- the kernel itself must then vanish almost everywhere
  have hd : d =ᵐ[volume] (fun _ => (0 : ℝ)) := by
    filter_upwards [hae, hne] with x hx hx0
    have hx' : x ^ (2 * k) * d x = 0 := hx
    have hx0' : x ≠ 0 := hx0
    exact (mul_eq_zero.1 hx').resolve_left (pow_ne_zero _ hx0')
  rw [integral_congr_ae hd] at h1
  simp at h1

/-- No-go theorem: a normalised kernel whose second moment exists and vanishes takes a
negative value somewhere. -/
theorem exists_neg_of_second_moment_eq_zero (d : ℝ → ℝ) (h1 : ∫ x, d x = 1)
    (h2 : Integrable (fun x => x ^ 2 * d x)) (hm : kernelMoment d 2 = 0) :
    ∃ x, d x < 0 := by
  by_contra hcon
  push Not at hcon
  have hpos : 0 < kernelMoment d 2 := even_moment_pos d 1 hcon h1 h2
  exact absurd hm hpos.ne'

/-- For a continuous integrable kernel, the derivative of the occupation with respect to the reduced
energy `x` is minus the kernel. -/
theorem occupation_hasDerivAt (d : ℝ → ℝ) (hc : Continuous d) (hi : Integrable d) (x : ℝ) :
    HasDerivAt (occupation d) (-(d x)) x := by
  have hfun : occupation d = fun y => occupation d 0 - ∫ t in (0 : ℝ)..y, d t := by
    funext y
    rw [← intervalIntegral.integral_Iic_sub_Iic hi.integrableOn hi.integrableOn]
    unfold occupation
    ring
  rw [hfun]
  exact (hc.integral_hasStrictDerivAt 0 x).hasDerivAt.const_sub _

/-- For a continuous normalised kernel with vanishing second moment, the occupation is not a
nonincreasing function of the reduced energy. -/
theorem occupation_not_antitone (d : ℝ → ℝ) (hc : Continuous d) (h1 : ∫ x, d x = 1)
    (h2 : Integrable (fun x => x ^ 2 * d x)) (hm : kernelMoment d 2 = 0) :
    ¬ Antitone (occupation d) := by
  intro hanti
  have hi : Integrable d := by
    by_contra h
    rw [integral_undef h] at h1
    norm_num at h1
  obtain ⟨x, hx⟩ := exists_neg_of_second_moment_eq_zero d h1 h2 hm
  -- all difference quotients of a decreasing function are nonpositive
  have hs : ∀ y, slope (occupation d) x y ≤ 0 := by
    intro y
    rw [slope_def_field]
    rcases le_total x y with h | h
    · exact div_nonpos_of_nonpos_of_nonneg (sub_nonpos.2 (hanti h)) (sub_nonneg.2 h)
    · exact div_nonpos_of_nonneg_of_nonpos (sub_nonneg.2 (hanti h)) (sub_nonpos.2 h)
  have hle : -(d x) ≤ 0 :=
    le_of_tendsto (occupation_hasDerivAt d hc hi x).tendsto_slope (Eventually.of_forall hs)
  linarith

/-- A nonnegative normalised kernel of height at most `M`, for which `x ^ 2 * d x` is integrable,
has second moment at least `1 / (12 M²)`. -/
theorem second_moment_lower_bound (d : ℝ → ℝ) (M : ℝ) (h0 : ∀ x, 0 ≤ d x)
    (hM : ∀ x, d x ≤ M) (h1 : ∫ x, d x = 1) (h2 : Integrable (fun x => x ^ 2 * d x)) :
    1 / (12 * M ^ 2) ≤ kernelMoment d 2 := by
  have hi : Integrable d := by
    by_contra h
    rw [integral_undef h] at h1
    norm_num at h1
  have hMpos : 0 < M := by
    by_contra h
    have hd : d = fun _ => 0 := funext fun x => by linarith [h0 x, hM x]
    rw [hd] at h1
    simp at h1
  obtain ⟨a, ha⟩ : ∃ a : ℝ, a = 1 / (2 * M) := ⟨_, rfl⟩
  have hapos : 0 < a := by rw [ha]; positivity
  have hcont : Continuous (fun x : ℝ => M * (a ^ 2 - x ^ 2)) := by fun_prop
  -- compare with a kernel of height M filling the window of half-width a
  have hmono : ∫ x, (a ^ 2 * d x - x ^ 2 * d x) ≤
      ∫ x, Set.indicator (Set.Ioc (-a) a) (fun x => M * (a ^ 2 - x ^ 2)) x := by
    refine integral_mono ((hi.const_mul _).sub h2)
      (hcont.integrableOn_Ioc.integrable_indicator measurableSet_Ioc) (fun x => ?_)
    by_cases hx : x ∈ Set.Ioc (-a) a
    · rw [Set.indicator_of_mem hx]
      have hw : 0 ≤ a ^ 2 - x ^ 2 := by nlinarith [hx.1, hx.2]
      have := mul_le_mul_of_nonneg_right (hM x) hw
      linarith
    · rw [Set.indicator_of_notMem hx]
      have hw : a ^ 2 - x ^ 2 ≤ 0 := by
        rcases le_or_gt x (-a) with h | h
        · nlinarith
        · have h' : a < x := by
            by_contra hcon
            exact hx ⟨h, not_lt.1 hcon⟩
          nlinarith
      have := mul_nonpos_of_nonpos_of_nonneg hw (h0 x)
      linarith
  rw [integral_sub (hi.const_mul _) h2, integral_const_mul, h1,
    integral_indicator measurableSet_Ioc,
    ← intervalIntegral.integral_of_le (by linarith : -a ≤ a)] at hmono
  have hwin : ∫ x in (-a)..a, M * (a ^ 2 - x ^ 2) = M * (4 * a ^ 3 / 3) := by
    rw [intervalIntegral.integral_const_mul,
      intervalIntegral.integral_sub (continuous_const.intervalIntegrable _ _)
        ((continuous_pow 2).intervalIntegrable _ _),
      intervalIntegral.integral_const, integral_pow, smul_eq_mul]
    push_cast
    ring
  rw [hwin] at hmono
  have hMa : M * a = 1 / 2 := by rw [ha]; field_simp
  have hval : 1 / (12 * M ^ 2) = a ^ 2 / 3 := by
    rw [ha]
    field_simp
    norm_num
  have hcube : M * (4 * a ^ 3 / 3) = 2 * a ^ 2 / 3 := by
    linear_combination (4 * a ^ 2 / 3) * hMa
  rw [hval]
  unfold kernelMoment
  linarith

/-- The box kernel of height `M` takes values between `0` and `M`, is normalised, has an
integrable second-moment integrand, and has second moment exactly `1 / (12 M²)`. -/
theorem boxKernel_attains_bound (M : ℝ) (hM : 0 < M) :
    (∀ x, 0 ≤ boxKernel M x ∧ boxKernel M x ≤ M) ∧ ∫ x, boxKernel M x = 1 ∧
      Integrable (fun x => x ^ 2 * boxKernel M x) ∧
      kernelMoment (boxKernel M) 2 = 1 / (12 * M ^ 2) := by
  have hpos : 0 < 1 / (2 * M) := by positivity
  have hle : -(1 / (2 * M)) ≤ 1 / (2 * M) := by linarith
  have hfun : (fun x => x ^ 2 * boxKernel M x) =
      Set.indicator (Set.Ioc (-(1 / (2 * M))) (1 / (2 * M))) (fun x => x ^ 2 * M) := by
    funext x
    simp only [boxKernel, Set.indicator]
    split_ifs <;> simp
  have hcont : Continuous (fun x : ℝ => x ^ 2 * M) := by fun_prop
  refine ⟨fun x => ?_, ?_, ?_, ?_⟩
  · simp only [boxKernel, Set.indicator]
    split_ifs
    · exact ⟨hM.le, le_rfl⟩
    · exact ⟨le_rfl, hM.le⟩
  · unfold boxKernel
    rw [integral_indicator measurableSet_Ioc, ← intervalIntegral.integral_of_le hle,
      intervalIntegral.integral_const, smul_eq_mul]
    field_simp
    norm_num
  · rw [hfun]
    exact hcont.integrableOn_Ioc.integrable_indicator measurableSet_Ioc
  · unfold kernelMoment
    rw [hfun, integral_indicator measurableSet_Ioc, ← intervalIntegral.integral_of_le hle,
      intervalIntegral.integral_mul_const, integral_pow]
    push_cast
    field_simp
    norm_num

end

end PositiveSmearingNoGo
```

```lean
#print axioms PositiveSmearingNoGo.exists_neg_of_second_moment_eq_zero
#print axioms PositiveSmearingNoGo.occupation_not_antitone
#print axioms PositiveSmearingNoGo.second_moment_lower_bound
#print axioms PositiveSmearingNoGo.boxKernel_attains_bound
```

```
'PositiveSmearingNoGo.exists_neg_of_second_moment_eq_zero' depends on axioms: [propext, Classical.choice, Quot.sound]
'PositiveSmearingNoGo.occupation_not_antitone' depends on axioms: [propext, Classical.choice, Quot.sound]
'PositiveSmearingNoGo.second_moment_lower_bound' depends on axioms: [propext, Classical.choice, Quot.sound]
'PositiveSmearingNoGo.boxKernel_attains_bound' depends on axioms: [propext, Classical.choice, Quot.sound]
```

## How the definitions and theorems read

The kernel is a function `d : ℝ → ℝ` of the reduced energy, so μ and σ do not appear. `kernelMoment d n` is mₙ, and `occupation d x` is f(x) for a single state, without a factor for spin. `boxKernel M` is the box, written as an indicator function on the half-open interval from −1/(2M) to 1/(2M).

- `even_moment_pos` states that m₂ₖ > 0 for a nonnegative normalised kernel with integrable x²ᵏ d(x).
- `exists_neg_of_second_moment_eq_zero` gives a point where d is negative when m₂ = 0. Neither of these two theorems assumes continuity.
- `occupation_hasDerivAt` states f′(x) = −d(x) for a continuous integrable kernel.
- `occupation_not_antitone` states that f is not antitone for a continuous normalised kernel with m₂ = 0. Antitone means that x ≤ y implies f(y) ≤ f(x), so the conclusion is that some higher level has a strictly larger occupation than some lower one.
- `second_moment_lower_bound` is the bound for 0 ≤ d ≤ M.
- `boxKernel_attains_bound` states that, for every M > 0, the box satisfies all the hypotheses of the bound and reaches equality.

Integrability of x² d(x) is a separate hypothesis because Lean assigns the value 0 to the integral of a non-integrable function. Without it, the positive Lorentzian 1/(π(1 + x²)) would count as a kernel with zero second moment. By the same convention, the condition `∫ x, d x = 1` already implies that d is integrable, and the proofs use this.

## How the proofs follow the derivation

In `even_moment_pos`, the lemma `integral_eq_zero_iff_of_nonneg` turns a zero moment into an integrand that vanishes almost everywhere. The `filter_upwards` step combines this with the fact that the single point x = 0 has measure zero, and concludes that d vanishes almost everywhere. Substituting this into the normalisation gives 0 = 1. The theorem on negative values then argues by contradiction with k = 1.

The derivative theorem rewrites the occupation as its value at zero minus an integral from zero, and applies the fundamental theorem of calculus. In `occupation_not_antitone`, `hs` records that every difference quotient of an antitone occupation is nonpositive, and `le_of_tendsto` carries the inequality over to the derivative. The point where d is negative supplies the contradiction.

In `second_moment_lower_bound`, `hmono` is the integrated comparison with the window. Its two cases are the points inside and outside the window. `hwin` evaluates the window integral, `hMa` is M a = 1/2, and the final `linarith` combines the pieces. The proof for the box reduces its integrals to integrals of a constant and of x² over the window.

## What a code may take from these theorems

No formula gives a nonnegative kernel that is normalised and has a second moment that exists and equals zero. If a normalised kernel with such a second moment is continuous, a solver must not assume that its single-level occupation is monotone. For a nonnegative kernel of known height, the lower bound holds with the stated constant, and the box shows that no larger constant is valid for the whole class.

The theorems concern exact integrals over the real line. They do not say where the negative value lies or how large it is, and they do not address whether occupations leave the range from 0 to 1. For a kernel that changes sign, the monotonicity of sums over bands and k-points and the number of roots in a Fermi-level search need their own analysis, as do rounding and truncation in any tabulated kernel.
